# The propagator U(t) of a bounded, self-adjoint, time-dependent Hamiltonian satisfies U(t)U(t)* = 1

The Hamiltonian H(t) and the propagator U(t) take values in a complex normed star-algebra whose norm obeys the C*-identity; completeness is not assumed. If H(t) is self-adjoint at every real time, and U solves U′ = −iHU with U(0) = 1, then `propagator_mul_star` says that U(t)U(t)* = 1 for every t. The proof starts from the companion identity U*U = 1, which makes 1 − UU* a projection, so that its norm can only be 0 or 1. That norm is continuous in time and vanishes at t = 0, so it can never reach 1 without passing through the forbidden value 1/2.

The failing Lean file:

```lean
import Mathlib

open Complex

namespace PropagatorMulStar

noncomputable section

variable {A : Type*} [NormedRing A] [StarRing A] [CStarRing A] [NormedAlgebra ℂ A]
  [StarModule ℂ A]

/-- `U` is the propagator of the Hamiltonian `H`: it solves `U' = -i H U` and equals `1` at
time zero. -/
structure IsPropagator (H U : ℝ → A) : Prop where
  initial : U 0 = 1
  schrodinger : ∀ t, HasDerivAt U ((-I) • (H t * U t)) t

variable {H K U V : ℝ → A}

/-- For self-adjoint `H(t)`, the derivative of `U* X V` is `U* (X' + i (H X - X K)) V`, where
`U` and `V` are the propagators of `H` and `K`. -/
theorem hasDerivAt_sandwich {X : ℝ → A} {X' : A} {t : ℝ} (hH : IsSelfAdjoint (H t))
    (hU : IsPropagator H U) (hV : IsPropagator K V) (hX : HasDerivAt X X' t) :
    HasDerivAt (fun s => star (U s) * X s * V s)
      (star (U t) * (X' + I • (H t * X t - X t * K t)) * V t) t := by
  have hs : HasDerivAt (fun s => star (U s)) (I • (star (U t) * H t)) t := by
    refine (hU.schrodinger t).star.congr_deriv ?_
    simp [star_smul, star_mul, hH.star_eq]
  refine ((hs.fun_mul hX).fun_mul (hV.schrodinger t)).congr_deriv ?_
  simp only [mul_add, add_mul, mul_sub, sub_mul, smul_sub, smul_mul_assoc, mul_smul_comm,
    neg_smul, mul_neg, mul_assoc]
  abel

/-- The propagator of a self-adjoint Hamiltonian satisfies `U* U = 1`. -/
theorem star_mul_propagator (hH : ∀ t, IsSelfAdjoint (H t)) (hU : IsPropagator H U) (t : ℝ) :
    star (U t) * U t = 1 := by
  have h : ∀ s, HasDerivAt (fun s => star (U s) * 1 * U s) 0 s := fun s => by
    refine (hasDerivAt_sandwich (X := fun _ => 1) (hH s) hU hU
      (hasDerivAt_const s (1 : A))).congr_deriv ?_
    simp
  have h2 := is_const_of_deriv_eq_zero (fun s => (h s).differentiableAt)
    (fun s => (h s).deriv) t 0
  simpa [hU.initial] using h2

/-- The propagator of a self-adjoint Hamiltonian also satisfies `U U* = 1`. -/
theorem propagator_mul_star (hH : ∀ t, IsSelfAdjoint (H t)) (hU : IsPropagator H U) (t : ℝ) :
    U t * star (U t) = 1 := by
  have hc : Continuous U :=
    continuous_iff_continuousAt.2 fun s => (hU.schrodinger s).continuousAt
  -- `1 - U U*` is a projection, so its norm is 0 or 1
  have hq : ∀ s, ‖1 - U s * star (U s)‖
      = ‖1 - U s * star (U s)‖ * ‖1 - U s * star (U s)‖ := by
    intro s
    have hp : U s * star (U s) * (U s * star (U s)) = U s * star (U s) := by
      rw [mul_assoc, ← mul_assoc (star (U s)), star_mul_propagator hH hU s, one_mul]
    have e : star (1 - U s * star (U s)) * (1 - U s * star (U s))
        = 1 - U s * star (U s) := by
      rw [star_sub, star_one, star_mul, star_star, mul_sub, sub_mul, hp]
      simp
    rw [← CStarRing.norm_star_mul_self, e]
  by_contra hne
  have hpos : 0 < ‖1 - U t * star (U t)‖ :=
    norm_pos_iff.2 (sub_ne_zero.2 (Ne.symm hne))
  have hone : (1 / 2 : ℝ) ≤ ‖1 - U t * star (U t)‖ := by nlinarith [hq t]
  -- by continuity the norm cannot jump from 0 to 1
  obtain ⟨s, hs⟩ := mem_range_of_exists_le_of_exists_ge (c := (1 / 2 : ℝ))
    (continuous_const.sub (hc.mul hc.star)).norm ⟨0, by simp [hU.initial]⟩ ⟨t, hone⟩
  have hs' : ‖1 - U s * star (U s)‖ = 1 / 2 := hs
  have h := hq s
  rw [hs'] at h
  norm_num at h

end

end PropagatorMulStar
```

The error:

```
Main.lean:58:69: error: Tactic `rewrite` failed: Did not find an occurrence of the pattern
  U s * star (U s) * (U s * star (U s))
in the target expression
  1 * 1 - U s * star (U s) * 1 - (1 - U s * star (U s)) * (U s * star (U s)) = 1 - U s * star (U s)

A : Type u_1
inst✝⁴ : NormedRing A
inst✝³ : StarRing A
inst✝² : CStarRing A
inst✝¹ : NormedAlgebra ℂ A
inst✝ : StarModule ℂ A
H U : ℝ → A
hH : ∀ (t : ℝ), IsSelfAdjoint (H t)
hU : IsPropagator H U
t : ℝ
hc : Continuous U
s : ℝ
hp : U s * star (U s) * (U s * star (U s)) = U s * star (U s)
⊢ 1 * 1 - U s * star (U s) * 1 - (1 - U s * star (U s)) * (U s * star (U s)) = 1 - U s * star (U s)
```

Cause. The error is in the step showing that 1 − P is a projection, where P stands for `U s * star (U s)`. The rewrite with `hp`, which says P * P = P, found no P * P in the goal.

After `mul_sub` the left side is (1 − P) * 1 − (1 − P) * P. Both products fit the pattern of `sub_mul`, but `rw` fixes the pattern's variables at the first match, here (1 − P) * 1, and rewrites only copies of that. The second product, which holds the needed P * P, stayed unexpanded, as the printed goal shows.

The repair puts `mul_one` before `sub_mul`. This reduces the first product to 1 − P, so `sub_mul` now expands the second into 1 * P − P * P, and `hp` applies. With `one_mul` clearing the factor 1, the bracket becomes P − P, which `sub_self` and `sub_zero` remove. Using these named lemmas in place of the closing `simp` is mere tidying.

The mended proof, as a diff:

```diff
@@ -56,6 +56,6 @@
     have e : star (1 - U s * star (U s)) * (1 - U s * star (U s))
         = 1 - U s * star (U s) := by
-      rw [star_sub, star_one, star_mul, star_star, mul_sub, sub_mul, hp]
-      simp
+      rw [star_sub, star_one, star_mul, star_star, mul_sub, mul_one, sub_mul, one_mul, hp,
+        sub_self, sub_zero]
     rw [← CStarRing.norm_star_mul_self, e]
   by_contra hne
```
